# The quasichemical pair probability uniquely minimises a binary alloy's bond free energy at fixed composition

In a binary alloy with fixed composition `x` strictly between 0 and 1 and positive temperature `T` in energy units, let `y` be the probability of each of the two ordered unlike pairs, so that the like pairs have probabilities `x - y` and `1 - x - y`. The model's bond free energy charges `w`, of either sign, for each unlike bond and includes the entropy of these four pair probabilities. `pairRoot_minimises` states that the closed quasichemical formula, with `η = exp (2 * w / T)`, gives a strictly lower bond free energy than any other `y` for which all pair probabilities are positive. The attempt takes the logarithm of the mass-action law, bounds the entropy terms with `gibbs_term` for each kind of pair, and combines the results by linear arithmetic.

The first attempt, which Lean rejects:

```lean
import Mathlib

open Real

namespace QuasichemicalPairs

noncomputable section

/-- The quasichemical mass-action law for a binary alloy of composition `x`: the product of the
two like-pair probabilities is `η` times the square of the unlike-pair probability `y`. -/
def MassAction (η x y : ℝ) : Prop :=
  (x - y) * (1 - x - y) = η * y ^ 2

/-- The closed formula for the unlike-pair probability, used for `0 < x < 1` and `0 < η`. -/
def pairRoot (η x : ℝ) : ℝ :=
  2 * x * (1 - x) / (1 + √(1 + 4 * x * (1 - x) * (η - 1)))

/-- The bond free energy at composition `x`: each unlike bond costs `w`, and the pair
probabilities `x - y`, `1 - x - y`, `y`, `y` carry entropy at temperature `T` (energy units). -/
def pairFreeEnergy (w T x y : ℝ) : ℝ :=
  2 * w * y + T * ((x - y) * log (x - y) + (1 - x - y) * log (1 - x - y) + 2 * y * log y)

/-- The closed formula gives a pair probability for which all kinds of pairs, like and unlike,
have positive probability. -/
theorem pairRoot_mem {η x : ℝ} (hx0 : 0 < x) (hx1 : x < 1) (hη : 0 < η) :
    pairRoot η x ∈ Set.Ioo 0 (min x (1 - x)) := by
  have hx' : 0 < 1 - x := sub_pos.2 hx1
  have hp : 0 < x * (1 - x) * η := mul_pos (mul_pos hx0 hx') hη
  -- the square root exceeds both 1 - 2x and 2x - 1
  have h1 : 1 - 2 * x < √(1 + 4 * x * (1 - x) * (η - 1)) :=
    Real.lt_sqrt_of_sq_lt (by nlinarith)
  have h2 : 2 * x - 1 < √(1 + 4 * x * (1 - x) * (η - 1)) :=
    Real.lt_sqrt_of_sq_lt (by nlinarith)
  have hs : 0 < 1 + √(1 + 4 * x * (1 - x) * (η - 1)) := by positivity
  unfold pairRoot
  refine ⟨div_pos (mul_pos (mul_pos two_pos hx0) hx') hs, lt_min ?_ ?_⟩
  · rw [div_lt_iff₀ hs]
    nlinarith [mul_pos hx0 (sub_pos.2 h1)]
  · rw [div_lt_iff₀ hs]
    nlinarith [mul_pos hx' (sub_pos.2 h2)]

/-- The closed formula solves the mass-action law. -/
theorem pairRoot_massAction {η x : ℝ} (hx0 : 0 < x) (hx1 : x < 1) (hη : 0 < η) :
    MassAction η x (pairRoot η x) := by
  have hp : 0 < x * (1 - x) * η := mul_pos (mul_pos hx0 (sub_pos.2 hx1)) hη
  have hr : 0 ≤ 1 + 4 * x * (1 - x) * (η - 1) := by nlinarith [sq_nonneg (1 - 2 * x)]
  have hsq := Real.sq_sqrt hr
  have hs : 1 + √(1 + 4 * x * (1 - x) * (η - 1)) ≠ 0 := by positivity
  have h : pairRoot η x * (1 + √(1 + 4 * x * (1 - x) * (η - 1))) = 2 * x * (1 - x) := by
    unfold pairRoot
    exact div_mul_cancel₀ _ hs
  generalize √(1 + 4 * x * (1 - x) * (η - 1)) = s at hsq hs h
  unfold MassAction
  -- clear the squared denominator
  apply mul_right_cancel₀ (pow_ne_zero 2 hs)
  linear_combination (-(1 + s) - (η - 1) * (pairRoot η x * (1 + s) + 2 * x * (1 - x))) * h
    + x * (1 - x) * hsq

/-- For distinct positive `a` and `b`, `a log a` is greater than `a log b + a - b`. -/
theorem gibbs_term {a b : ℝ} (ha : 0 < a) (hb : 0 < b) (hab : a ≠ b) :
    a * log b + a - b < a * log a := by
  have h := Real.log_lt_sub_one_of_pos (div_pos hb ha)
    (fun h => hab ((div_eq_one_iff_eq ha.ne').1 h).symm)
  rw [Real.log_div hb.ne' ha.ne'] at h
  have h2 := mul_lt_mul_of_pos_left h ha
  have h3 : a * (b / a - 1) = b - a := by
    rw [mul_sub, mul_div_cancel₀ b ha.ne', mul_one]
  rw [h3] at h2
  linarith

/-- With `η = exp (2 w / T)`, the closed formula gives a strictly lower bond free energy than
every other pair probability in the physical interval. -/
theorem pairRoot_minimises {w T x y : ℝ} (hT : 0 < T) (hx0 : 0 < x) (hx1 : x < 1)
    (hy : y ∈ Set.Ioo 0 (min x (1 - x))) (hne : y ≠ pairRoot (exp (2 * w / T)) x) :
    pairFreeEnergy w T x (pairRoot (exp (2 * w / T)) x) < pairFreeEnergy w T x y := by
  have hz := pairRoot_mem hx0 hx1 (exp_pos (2 * w / T))
  have hm := pairRoot_massAction hx0 hx1 (exp_pos (2 * w / T))
  unfold MassAction at hm
  generalize pairRoot (exp (2 * w / T)) x = z at hz hm hne ⊢
  obtain ⟨hz0, hz'⟩ := hz
  obtain ⟨hy0, hy'⟩ := hy
  obtain ⟨hz1, hz2⟩ := lt_min_iff.1 hz'
  obtain ⟨hy1, hy2⟩ := lt_min_iff.1 hy'
  have pz1 : 0 < x - z := by linarith
  have pz2 : 0 < 1 - x - z := by linarith
  -- the logarithm of the mass-action law
  have hlog := congrArg Real.log hm
  rw [Real.log_mul pz1.ne' pz2.ne', Real.log_mul (exp_pos _).ne' (pow_ne_zero 2 hz0.ne'),
    Real.log_exp, Real.log_pow] at hlog
  push_cast at hlog
  have hL : T * (log (x - z) + log (1 - x - z) - 2 * log z) = 2 * w := by
    rw [hlog, add_sub_cancel_right]
    field_simp
  -- Gibbs' inequality for each kind of pair
  have g1 := gibbs_term (a := x - y) (by linarith) pz1 (fun h => hne (by linarith))
  have g2 := gibbs_term (a := 1 - x - y) (by linarith) pz2 (fun h => hne (by linarith))
  have g3 := gibbs_term hy0 hz0 hne
  have hS : (x - y) * log (x - z) + (1 - x - y) * log (1 - x - z) + 2 * y * log z <
      (x - y) * log (x - y) + (1 - x - y) * log (1 - x - y) + 2 * y * log y := by
    linarith
  have hTS := mul_lt_mul_of_pos_left hS hT
  have e := congrArg (fun t => (y - z) * t) hL
  simp only at e
  unfold pairFreeEnergy
  linarith

end

end QuasichemicalPairs
```

Compiling this gives:

```
Main.lean:103:2: error: `simp` made no progress
```

The change, after which it compiles:

```diff
@@ -92,5 +92,5 @@
     rw [hlog, add_sub_cancel_right]
     field_simp
-  -- Gibbs' inequality for each kind of pair
+  -- the one-term logarithmic bound for each kind of pair
   have g1 := gibbs_term (a := x - y) (by linarith) pz1 (fun h => hne (by linarith))
   have g2 := gibbs_term (a := 1 - x - y) (by linarith) pz2 (fun h => hne (by linarith))
@@ -100,6 +100,6 @@
     linarith
   have hTS := mul_lt_mul_of_pos_left hS hT
-  have e := congrArg (fun t => (y - z) * t) hL
-  simp only at e
+  have e : (y - z) * (T * (log (x - z) + log (1 - x - z) - 2 * log z)) = (y - z) * (2 * w) := by
+    rw [hL]
   unfold pairFreeEnergy
   linarith
```

The error is at `simp only at e`, and it means that `simp` found nothing to change in `e`. That line was there to apply the function `fun t => (y - z) * t`, which `congrArg` had been given, to the two sides of `hL`. But Lean had already carried out this application (beta reduction) when it produced the type of `e`, so `e` was already the plain equation with both sides of `hL` multiplied by `y - z`. With no simplification left to make, `simp only` fails instead of leaving the hypothesis as it is.

The repair removes the `simp only` call, and with it the error. It also writes the multiplied equation out as the type of `e` and proves it with `rw [hL]`, which replaces the bracketed expression on the left by `2 * w` and leaves two identical sides. The final `linarith` can then use `e` as before.

The other change only rewords a comment, to describe `gibbs_term` as a one-term logarithmic bound, and has no effect on the proof.
